# A Unique Potential Makes a Convex Lattice Density Functional Differentiable

Take two sites and a fixed particle number $N$. If the first site has density $r$, the second has $N-r$, so $r$ is the only independent density, and up to a constant the external energy is $vr$, where $v$ is the potential difference between the sites. Let $F$ be a convex function of $r$ on an open interval, with left slope $a$ and right slope $b\ge a$ at a density $\rho$. Then $\rho$ minimises $F(r)+vr$ exactly when $a+v\le 0\le b+v$, that is, when $-v$ lies in $[a,b]$. A kink at $\rho$ gives a whole interval of potentials with the same minimiser. If only one potential has $\rho$ as minimiser, then $a=b=-v$, and $F$ is differentiable there with derivative $-v$.

With more sites, a derivative has to approximate $F$ in all directions at once. The role of the two slopes is then taken over by the potentials that belong to nearby densities.

## The claim for $L$ independent densities

On a lattice of $L+1$ sites with fixed particle number, eliminating one site density leaves a vector $r\in\mathbb R^L$. The conjugate vector $v\in\mathbb R^L$ contains the site potentials measured from that of the eliminated site. Let $F$ be real and convex on an open convex set $U\subseteq\mathbb R^L$, and let $\rho\in U$. Say that $v$ *represents* $\rho$ if

$$F(\rho)+\langle v,\rho\rangle\le F(r)+\langle v,r\rangle\qquad\text{for all } r\in U.$$

If $v$ is the only vector that represents $\rho$, then $F$ is Fréchet differentiable at $\rho$ with $\nabla F(\rho)=-v$. The converse holds as well.

**Every density in $U$ has a potential.** The strict epigraph $\{(r,t): r\in U,\ t>F(r)\}$ is convex. It is also open, because a convex function on an open subset of $\mathbb R^L$ is continuous. It does not contain $(\rho,F(\rho))$, so there is a linear functional $f(r,t)=\ell(r)+\alpha t$ with $f(r,t)<f(\rho,F(\rho))$ throughout the epigraph. The point $(\rho,F(\rho)+1)$ shows that $\alpha<0$. Define $w$ by $\langle w,x\rangle=\ell(x)/\alpha$. Division by $\alpha$ reverses the inequality:

$$t+\langle w,r\rangle>F(\rho)+\langle w,\rho\rangle\qquad\text{whenever } t>F(r).$$

Letting $t$ decrease to $F(r)$ shows that $w$ represents $\rho$.

**Nearby potentials are bounded.** A convex function on an open subset of $\mathbb R^L$ is locally Lipschitz. Let $K$ be a Lipschitz constant on a ball of radius $\varepsilon$ about $\rho$ inside $U$. Let $\|r-\rho\|<\varepsilon/2$, let $w$ represent $r$, and choose $s>0$ with $s\|w\|<\varepsilon/2$. Then $r-sw$ is still in the ball, and comparing $r$ with it gives

$$s\|w\|^2\le F(r-sw)-F(r)\le Ks\|w\|.$$

Hence $\|w\|\le K$.

**Nearby potentials converge to $v$.** Suppose they do not. Then there are $\varepsilon>0$, densities $r_n\to\rho$ and potentials $w_n$ representing $r_n$ with $\|w_n-v\|\ge\varepsilon$. The $w_n$ are eventually bounded, so a subsequence converges to some $w_0$. Passing to the limit along it in

$$F(r_n)+\langle w_n,r_n\rangle\le F(x)+\langle w_n,x\rangle$$

for each $x\in U$ shows that $w_0$ represents $\rho$. By uniqueness $w_0=v$, which contradicts $\|w_0-v\|\ge\varepsilon$.

**The linearisation error is squeezed.** For $r\in U$ near $\rho$, let $w$ represent $r$. The inequality for $v$ at $\rho$ gives $F(r)-F(\rho)\ge-\langle v,r-\rho\rangle$, and the inequality for $w$ at $r$ gives $F(r)-F(\rho)\le-\langle w,r-\rho\rangle$. Together,

$$0\le F(r)-F(\rho)+\langle v,r-\rho\rangle\le\langle v-w,r-\rho\rangle\le\|v-w\|\,\|r-\rho\|.$$

Since $w\to v$ as $r\to\rho$, the error is $o(\|r-\rho\|)$, which is Fréchet differentiability with gradient $-v$.

**The converse.** Suppose $F$ has gradient $g$ at $\rho$ and $w$ represents $\rho$. Then $r\mapsto F(r)+\langle w,r\rangle$ has a local minimum at $\rho$, so $g+w=0$. Every representing potential is therefore $-g$, and the first step supplies one.

## One electron on two sites

For one electron on two sites with hopping amplitude $1$, the functional is $F(r)=-2\sqrt{r(1-r)}$ on $U=(0,1)$. At $\rho=0.2$ we have $F(\rho)=-0.8$ and

$$F'(\rho)=-\frac{1-2\rho}{\sqrt{\rho(1-\rho)}}=-\frac{0.6}{0.4}=-1.5,$$

so the potential is $v=1.5$. The minimum is $-0.8+1.5\cdot0.2=-0.5$, which agrees with the lower eigenvalue $0.75-\sqrt{0.75^2+1}$ of the Hamiltonian with site energies $1.5$ and $0$.

Now compare with $r=0.5$, whose potential is $w=0$. The linearisation error is $-1+0.8+1.5\cdot0.3=0.25$. It lies between $0$ and $|v-w|\,|r-\rho|=0.45$, as the squeeze requires.

## Densities, potentials and representation in Lean

```lean
import Mathlib

open Filter Topology

namespace LatticeDFT.UniquePotential
```

Densities and potentials share one type, the Euclidean space of dimension `L`, so norms and inner products are the usual ones.

```lean
/-- Vectors of `L` independent site densities, or of the potentials conjugate to them. -/
abbrev Site (L : ℕ) := EuclideanSpace ℝ (Fin L)
```

The predicate `Represents F U v ρ` is the variational inequality above. It fixes the sign convention: the external energy enters as $+\langle v,r\rangle$, which is why the gradient is $-v$. Let $F$ be the ensemble constrained-search functional of a lattice Hamiltonian, and let $U$ be an open set of densities that the particles can attain. For $\rho\in U$ the predicate then says that $\rho$ is the density of a ground state, or of a mixture of degenerate ground states, in the potential $v$. Comparing only with densities in $U$ loses nothing, because this $F$ is convex on all attainable densities and a local minimum of a convex function is a global one.

```lean
/-- The potential `v` represents `ρ` when the value of `F r + ⟨v, r⟩` at `r = ρ` does not exceed its
value at any `r` in `U`. The definition does not itself require `ρ ∈ U`. -/
def Represents {L : ℕ} (F : Site L → ℝ) (U : Set (Site L)) (v ρ : Site L) : Prop :=
  ∀ r ∈ U, F ρ + inner ℝ v ρ ≤ F r + inner ℝ v r
```

The file does not construct $F$ from a Hamiltonian. It takes any real function satisfying `ConvexOn ℝ U F`, which also contains the convexity of $U$. The theorems assume that $\rho$ lies in the open set $U$, so the values of `F` outside `U` play no role in them.

## Existence of a potential by separation

The first block proves that the strict epigraph is open, using continuity of $F$. `geometric_hahn_banach_open_point` then provides the functional `f`. The identity `hsplit` writes it as $\ell(x)+t\alpha$ with $\alpha$ equal to `f (0, 1)`, and `ha` is the sign $\alpha<0$. The inverse of the Riesz map `toDual` turns `l` into a vector, which is scaled by $\alpha^{-1}$.

The end replaces the limit $t\downarrow F(r)$ by a contradiction. If the desired inequality failed at $x$, the height $t=F(\rho)+\langle w,\rho\rangle-\langle w,x\rangle$ would lie above $F(x)$. At that height, however, `f` takes the same value as at $(\rho,F(\rho))$, contrary to strict separation.

```lean
variable {L : ℕ} {F : Site L → ℝ} {U : Set (Site L)} {v ρ : Site L}

/-- Every density in the open domain of a convex functional is represented by some potential. -/
theorem exists_potential (hU : IsOpen U) (hF : ConvexOn ℝ U F) (hρ : ρ ∈ U) :
    ∃ w, Represents F U w ρ := by
  have hopen : IsOpen {p : Site L × ℝ | p.1 ∈ U ∧ F p.1 < p.2} := by
    rw [isOpen_iff_mem_nhds]
    intro p hp
    have hc : ContinuousAt F p.1 := (hF.continuousOn hU).continuousAt (hU.mem_nhds hp.1)
    have h1 : Tendsto (fun q : Site L × ℝ => F q.1) (𝓝 p) (𝓝 (F p.1)) :=
      hc.tendsto.comp continuous_fst.continuousAt
    have h2 : Tendsto (fun q : Site L × ℝ => q.2) (𝓝 p) (𝓝 p.2) :=
      continuous_snd.continuousAt
    have h3 : ∀ᶠ q : Site L × ℝ in 𝓝 p, q.1 ∈ U :=
      continuous_fst.continuousAt.preimage_mem_nhds (hU.mem_nhds hp.1)
    filter_upwards [h3, h1.eventually_lt h2 hp.2] with q hq hq'
    exact ⟨hq, hq'⟩
  -- a hyperplane separates the strict epigraph from the point on the graph
  obtain ⟨f, hf⟩ := geometric_hahn_banach_open_point (x := (ρ, F ρ))
    hF.convex_strict_epigraph hopen (fun h => lt_irrefl _ h.2)
  have hsplit : ∀ (x : Site L) (t : ℝ), f (x, t) = f (x, 0) + t * f (0, 1) := by
    intro x t
    have h : ((x, t) : Site L × ℝ) = (x, 0) + t • ((0 : Site L), (1 : ℝ)) := by simp
    rw [h, map_add, map_smul, smul_eq_mul]
  have ha : f (0, 1) < 0 := by
    have h := hf (ρ, F ρ + 1) ⟨hρ, lt_add_one (F ρ)⟩
    rw [hsplit ρ (F ρ + 1), hsplit ρ (F ρ)] at h
    linarith
  have hinv : (f (0, 1))⁻¹ * f (0, 1) = 1 := inv_mul_cancel₀ ha.ne
  -- its slope, normalised by the vertical component, is the potential
  let l : Site L →L[ℝ] ℝ := f.comp (ContinuousLinearMap.inl ℝ (Site L) ℝ)
  refine ⟨(f (0, 1))⁻¹ • (InnerProductSpace.toDual ℝ (Site L)).symm l, ?_⟩
  have hw : ∀ x, inner ℝ ((f (0, 1))⁻¹ • (InnerProductSpace.toDual ℝ (Site L)).symm l) x
      = (f (0, 1))⁻¹ * f (x, 0) := by
    intro x
    rw [real_inner_smul_left, InnerProductSpace.toDual_symm_apply]
    rfl
  intro x hx
  rw [hw, hw]
  by_contra hcon
  have hlt : F x < F ρ + (f (0, 1))⁻¹ * f (ρ, 0) - (f (0, 1))⁻¹ * f (x, 0) := by
    linarith [not_le.mp hcon]
  have h := hf (x, F ρ + (f (0, 1))⁻¹ * f (ρ, 0) - (f (0, 1))⁻¹ * f (x, 0)) ⟨hx, hlt⟩
  rw [hsplit x (F ρ + (f (0, 1))⁻¹ * f (ρ, 0) - (f (0, 1))⁻¹ * f (x, 0)),
    hsplit ρ (F ρ)] at h
  refine absurd h (not_lt_of_ge (le_of_eq ?_))
  linear_combination (f (x, 0) - f (ρ, 0)) * hinv
```

## Bounds and convergence of nearby potentials

The bound `C` is the local Lipschitz constant `K`. The quantifier `∀ᶠ r in 𝓝 ρ` means "for all $r$ sufficiently near $\rho$". In the proof, `hmin` is the variational inequality tested at `r - s • w`, and `hlip` is the Lipschitz estimate. The final `nlinarith` shows that they are incompatible with $\|w\|>K$.

```lean
/-- For a convex functional on an open domain containing `ρ`, the potentials representing densities
close to `ρ` are uniformly bounded. -/
theorem potentials_bounded (hU : IsOpen U) (hF : ConvexOn ℝ U F) (hρ : ρ ∈ U) :
    ∃ C : ℝ, ∀ᶠ r in 𝓝 ρ, ∀ w, Represents F U w r → ‖w‖ ≤ C := by
  obtain ⟨K, t, ht, hK⟩ := hF.locallyLipschitzOn hU hρ
  rw [hU.nhdsWithin_eq hρ] at ht
  obtain ⟨ε, hε, hball⟩ := Metric.mem_nhds_iff.mp (inter_mem ht (hU.mem_nhds hρ))
  refine ⟨K, ?_⟩
  filter_upwards [Metric.ball_mem_nhds ρ (half_pos hε)] with r hr w hw
  rw [Metric.mem_ball] at hr
  -- displace the density slightly against the potential
  obtain ⟨s, hs, hsw⟩ : ∃ s : ℝ, 0 < s ∧ s * ‖w‖ < ε / 2 := by
    have hn : 0 < ‖w‖ + 1 := by positivity
    have hs : 0 < ε / 2 / (‖w‖ + 1) := by positivity
    refine ⟨_, hs, ?_⟩
    have h := div_mul_cancel₀ (ε / 2) hn.ne'
    rw [mul_add, mul_one] at h
    linarith
  have hd : dist (r - s • w) r = s * ‖w‖ := by
    rw [dist_eq_norm, sub_sub_cancel_left, norm_neg, norm_smul, Real.norm_of_nonneg hs.le]
  have hr1 := hball (Metric.mem_ball.mpr (show dist r ρ < ε by linarith))
  have hr2 := hball (Metric.mem_ball.mpr (show dist (r - s • w) ρ < ε by
    linarith [dist_triangle (r - s • w) r ρ]))
  have hmin := hw _ hr2.2
  rw [inner_sub_right, real_inner_smul_right, real_inner_self_eq_norm_sq] at hmin
  have hlip := hK.dist_le_mul _ hr2.1 _ hr1.1
  rw [hd, Real.dist_eq] at hlip
  have habs := le_abs_self (F (r - s • w) - F r)
  by_contra hcon
  have hlt : (K : ℝ) < ‖w‖ := not_le.mp hcon
  have hpos : 0 < ‖w‖ := lt_of_le_of_lt K.coe_nonneg hlt
  nlinarith [mul_pos (mul_pos hs hpos) (sub_pos.mpr hlt)]
```

In the next theorem, the uniqueness hypothesis `huniq` says that any potential representing `ρ` equals `v`. Negating the conclusion yields the sequence `r` and, by `choose`, the potentials `w`. `tendsto_subseq` extracts the convergent subsequence from a closed ball; this is where finite dimension provides compactness. The statement `hrep` is the limiting variational inequality, and `hge` is the distance that contradicts uniqueness.

```lean
/-- If `v` is the only potential representing `ρ`, then all potentials representing
densities close enough to `ρ` are within any given distance of `v`. -/
theorem potentials_close (hU : IsOpen U) (hF : ConvexOn ℝ U F) (hρ : ρ ∈ U)
    (huniq : ∀ w, Represents F U w ρ → w = v) {ε : ℝ} (hε : 0 < ε) :
    ∀ᶠ r in 𝓝 ρ, ∀ w, Represents F U w r → ‖w - v‖ < ε := by
  obtain ⟨C, hC⟩ := potentials_bounded hU hF hρ
  by_contra hcon
  obtain ⟨r, hr, hbad⟩ := exists_seq_forall_of_frequently
    ((not_eventually.mp hcon).and_eventually hC)
  have hex : ∀ n, ∃ w, Represents F U w (r n) ∧ ε ≤ ‖w - v‖ := by
    intro n
    have h := (hbad n).1
    push Not at h
    exact h
  choose w hw hfar using hex
  -- bounded potentials have a convergent subsequence
  obtain ⟨w₀, -, φ, hφ, hlim⟩ := (isCompact_closedBall (0 : Site L) C).tendsto_subseq
    (x := w) (fun n => mem_closedBall_zero_iff.mpr ((hbad n).2 _ (hw n)))
  have hlim' : Tendsto (fun n => w (φ n)) atTop (𝓝 w₀) := hlim
  have hr' : Tendsto (fun n => r (φ n)) atTop (𝓝 ρ) := hr.comp hφ.tendsto_atTop
  have hFc : ContinuousAt F ρ := (hF.continuousOn hU).continuousAt (hU.mem_nhds hρ)
  have hFr : Tendsto (fun n => F (r (φ n))) atTop (𝓝 (F ρ)) := hFc.tendsto.comp hr'
  -- the variational inequality survives the limit
  have hrep : Represents F U w₀ ρ := fun x hx =>
    le_of_tendsto_of_tendsto' (hFr.add (hlim'.inner hr'))
      (tendsto_const_nhds.add (hlim'.inner tendsto_const_nhds)) (fun n => hw (φ n) x hx)
  have hge : ε ≤ ‖w₀ - v‖ :=
    ge_of_tendsto' (hlim'.sub_const v).norm (fun n => hfar (φ n))
  rw [huniq w₀ hrep, sub_self, norm_zero] at hge
  linarith
```

## From uniqueness to the gradient

The main theorem assumes that `v` represents `ρ` and that no other potential does. `HasGradientAt F (-v) ρ` is Fréchet differentiability with the derivative written as a vector.

Uniqueness is a hypothesis here. It stands for the physical condition that no two potentials differing by more than a constant share the ground-state density $\rho$, which is the kind of statement a Hohenberg–Kohn theorem supplies. On a finite lattice at fixed particle number, and for convex $F$, the result turns that condition into the Euler equation $\nabla F(\rho)=-v$ of density functional theory.

After unfolding the little-o condition, the proof receives a constant `c > 0` and must bound the error by $c\|r-\rho\|$. The inequalities `h1` and `h2` are the two variational inequalities, `h3` is Cauchy–Schwarz, and `h4` uses the closeness of $w$ to $v$. `linarith` combines them into the two-sided estimate.

```lean
/-- If exactly one potential `v` represents `ρ`, the convex functional `F` is Fréchet
differentiable at `ρ` with gradient `-v`. -/
theorem hasGradientAt_of_unique_potential (hU : IsOpen U) (hF : ConvexOn ℝ U F)
    (hρ : ρ ∈ U) (hv : Represents F U v ρ) (huniq : ∀ w, Represents F U w ρ → w = v) :
    HasGradientAt F (-v) ρ := by
  rw [hasGradientAt_iff_isLittleO, Asymptotics.isLittleO_iff]
  intro c hc
  filter_upwards [hU.mem_nhds hρ, potentials_close hU hF hρ huniq hc] with r hr hclose
  obtain ⟨w, hw⟩ := exists_potential hU hF hr
  -- compare the variational inequalities at the two densities
  have h1 := hv r hr
  have h2 := hw ρ hρ
  have h3 := real_inner_le_norm (v - w) (r - ρ)
  have h4 : ‖v - w‖ * ‖r - ρ‖ ≤ c * ‖r - ρ‖ := by
    rw [norm_sub_rev v w]
    exact mul_le_mul_of_nonneg_right (hclose w hw).le (norm_nonneg _)
  have h5 : 0 ≤ c * ‖r - ρ‖ := by positivity
  simp only [inner_sub_left, inner_sub_right] at h3
  rw [Real.norm_eq_abs, inner_neg_left, inner_sub_right, abs_le]
  constructor <;> linarith
```

## Differentiability as a test of uniqueness

The converse starts from a lemma that needs no convexity. The derivative of $F(r)+\langle w,r\rangle$ vanishes at the local minimum `hmin`. Applying this zero derivative to the vector $g+w$ gives $\|g+w\|^2=0$, hence $w=-g$.

```lean
/-- At a density in the open domain `U` where `F` has gradient `g`, any representing potential
equals `-g`. -/
theorem potential_eq_neg_gradient {g w : Site L} (hU : IsOpen U) (hρ : ρ ∈ U)
    (hg : HasGradientAt F g ρ) (hw : Represents F U w ρ) : w = -g := by
  have hm : ∀ᶠ r in 𝓝 ρ, F ρ + inner ℝ w ρ ≤ F r + inner ℝ w r := by
    filter_upwards [hU.mem_nhds hρ] with r hr
    exact hw r hr
  have hmin : IsLocalMin (fun r => F r + inner ℝ w r) ρ := hm
  have hd : HasFDerivAt (fun r => F r + inner ℝ w r)
      (InnerProductSpace.toDual ℝ (Site L) g + innerSL ℝ w) ρ :=
    hg.hasFDerivAt.add (innerSL ℝ w).hasFDerivAt
  have h0 : inner ℝ g (g + w) + inner ℝ w (g + w) = 0 :=
    DFunLike.congr_fun (hmin.hasFDerivAt_eq_zero hd) (g + w)
  rw [← inner_add_left] at h0
  exact eq_neg_of_add_eq_zero_right (inner_self_eq_zero.mp h0)
```

The equivalence joins the two directions. From a gradient $-v$, the lemma forces every representing potential to equal $v$, and `exists_potential` ensures that there is one. At a density in $U$ where a convex $F$ is not differentiable, at least two potentials therefore represent the same density, as at the kink in the two-site case.

```lean
/-- At a density `ρ` in its open domain, a convex functional has gradient `-v` exactly when `v`
represents `ρ` and no other potential does. -/
theorem hasGradientAt_iff_unique_potential (hU : IsOpen U) (hF : ConvexOn ℝ U F)
    (hρ : ρ ∈ U) :
    HasGradientAt F (-v) ρ ↔
      Represents F U v ρ ∧ ∀ w, Represents F U w ρ → w = v := by
  constructor
  · intro hg
    have huniq : ∀ w, Represents F U w ρ → w = v := fun w hw => by
      simpa using potential_eq_neg_gradient hU hρ hg hw
    obtain ⟨w, hw⟩ := exists_potential hU hF hρ
    exact ⟨huniq w hw ▸ hw, huniq⟩
  · rintro ⟨hv, huniq⟩
    exact hasGradientAt_of_unique_potential hU hF hρ hv huniq

end LatticeDFT.UniquePotential
```

```lean
#print axioms LatticeDFT.UniquePotential.hasGradientAt_iff_unique_potential
```

```
'LatticeDFT.UniquePotential.hasGradientAt_iff_unique_potential' depends on axioms: [propext, Classical.choice, Quot.sound]
```
